# Static relaxation of internal coordinates gives the exact equilibrium strain for a quadratic static energy and constant thermal forces

At finite temperature, lattice vibrations can push on the internal coordinates of a crystal as well as on its cell. Suppose a thermal-expansion calculation ignores the first push when placing the atoms, and at each strain puts them where the static energy alone is lowest. It then picks the strain that minimises the full free energy, vibrational part included, evaluated at these positions. The atoms are then in the wrong places. Since they are coupled to the strain, the computed expansion is suspect too, and nothing yet says how much of the error reaches it.

For a quadratic static energy and thermal terms linear in strain and internal coordinates, none of it does. The strain is exact, and the internal coordinates are off by a known vector. In quasi-harmonic work the procedure is called the zero static internal stress approximation; once higher-order terms in strain and internal coordinates are kept, in the static energy or in the thermal part, the strain it gives is in general approximate as well.

## Completing the square in the internal coordinates

Let $e$ be the strain and $u$ the internal coordinates, both measured from the static equilibrium structure. The static energy is
$$E(e,u)=\tfrac12 e\cdot Ae+e\cdot Bu+\tfrac12 u\cdot Cu ,$$
where the block matrix with rows $(A,B)$ and $(B^T,C)$ is symmetric positive definite. Physically, every joint distortion costs energy, so rigid translations and rotations must already have been removed from the coordinates. The free energy is
$$F(e,u)=E(e,u)+a\cdot e+b\cdot u ,$$
where $a$ and $b$ stand for the gradients of the vibrational free energy at the reference structure and a fixed temperature; its constant value there is left out. In a strictly harmonic crystal the phonon frequencies would not depend on the structure, and both gradients would vanish. The model therefore keeps anharmonicity to first order, through $a$ and $b$, and drops the terms of $E$ beyond second order.

Setting $e=0$ shows that $C$ is positive definite, hence invertible. Static relaxation at fixed $e$ requires $B^Te+Cu=0$, which gives $u_0(e)=-C^{-1}B^Te$. Define $G(e)=F(e,u_0(e))$ and $s=C^{-1}b$.

Because $Cu_0=-B^Te$ and $Cs=b$, the linear terms in $u$ are $e\cdot Bu=-u\cdot Cu_0$ and $b\cdot u=u\cdot Cs$. With $w=u-(u_0-s)$, the $u$-dependent part of $F$ is
$$\tfrac12u\cdot Cu-u\cdot C(u_0-s)=\tfrac12w\cdot Cw-\tfrac12u_0\cdot Cu_0+b\cdot u_0-\tfrac12b\cdot C^{-1}b .$$
In $G$, the terms $e\cdot Bu_0+\tfrac12u_0\cdot Cu_0$ equal $-\tfrac12u_0\cdot Cu_0$. Therefore
$$F(e,u)=G(e)-\tfrac12\,b\cdot C^{-1}b+\tfrac12\,w\cdot Cw .$$

The constant does not depend on strain. A minimum of $F$ thus has $w=0$, that is $u=u_0(e)-C^{-1}b$, and its $e$ minimises $G$.

For uniqueness, take a minimum $(e,u)$ and some $e'\neq e$, with $u'=u_0(e')-C^{-1}b$. The parallelogram identity for $E$ gives
$$F\!\left(\tfrac{e+e'}2,\tfrac{u+u'}2\right)=\tfrac12\big(F(e,u)+F(e',u')\big)-\tfrac14E(e-e',u-u') .$$
The left side is at least $F(e,u)$ and the last energy is positive, so $F(e,u)<F(e',u')$. Both pairs have $w=0$, hence $G(e)<G(e')$.

The strain can also be written down. Since $u_0\cdot Cu_0=-e\cdot Bu_0=e\cdot BC^{-1}B^Te$ and $b\cdot u_0=-(BC^{-1}b)\cdot e$,
$$G(e)=\tfrac12e\cdot Se+(a-BC^{-1}b)\cdot e,\qquad S=A-BC^{-1}B^T .$$
With $a=b=0$ this reads $\tfrac12e\cdot Se=E(e,u_0(e))$, so $S$ is positive definite, and the minimum lies at $e=-S^{-1}(a-BC^{-1}b)$. The gradient $b$ still affects the strain whenever $BC^{-1}b\neq0$: it enters $G$ through $b\cdot u_0(e)$, so the thermal term has to be evaluated along the relaxed path.

## Energies, relaxed coordinates and equilibrium in Lean

The index types `m` and `n` label strain components and internal coordinates. They are arbitrary finite types, so six strain components are one case among many.

```lean
import Mathlib

open Matrix

namespace StaticInternalRelaxation

noncomputable section

variable {m n : Type*} [Fintype m] [Fintype n] [DecidableEq m] [DecidableEq n]
variable {A : Matrix m m ℝ} {B : Matrix m n ℝ} {C : Matrix n n ℝ}
```

The static energy follows the formula above; `⬝ᵥ` is the dot product and `*ᵥ` applies a matrix to a vector.

```lean
/-- Static harmonic energy of a crystal with strain `e` and internal coordinates `u`. -/
def energy (A : Matrix m m ℝ) (B : Matrix m n ℝ) (C : Matrix n n ℝ)
    (e : m → ℝ) (u : n → ℝ) : ℝ :=
  (e ⬝ᵥ A *ᵥ e) / 2 + e ⬝ᵥ B *ᵥ u + (u ⬝ᵥ C *ᵥ u) / 2
```

The thermal vectors `a` and `b` are constants here. The file neither derives them from phonon frequencies nor lets them vary with the structure.

```lean
/-- Free energy: the static energy plus terms linear in strain and internal coordinates. -/
def freeEnergy (A : Matrix m m ℝ) (B : Matrix m n ℝ) (C : Matrix n n ℝ)
    (a : m → ℝ) (b : n → ℝ) (e : m → ℝ) (u : n → ℝ) : ℝ :=
  energy A B C e u + a ⬝ᵥ e + b ⬝ᵥ u
```

Next come $u_0(e)$, which does not contain `b`, and $G(e)$, which does.

```lean
/-- The statically relaxed internal coordinates `u0(e) = -C⁻¹ Bᵀ e` at strain `e`. -/
def relaxed (B : Matrix m n ℝ) (C : Matrix n n ℝ) (e : m → ℝ) : n → ℝ :=
  -(C⁻¹ *ᵥ (Bᵀ *ᵥ e))

/-- The free energy restricted to statically relaxed internal coordinates. -/
def constrained (A : Matrix m m ℝ) (B : Matrix m n ℝ) (C : Matrix n n ℝ)
    (a : m → ℝ) (b : n → ℝ) (e : m → ℝ) : ℝ :=
  freeEnergy A B C a b e (relaxed B C e)
```

Equilibrium means a global minimum over all strains and internal coordinates together, not merely a stationary point.

```lean
/-- The pair `(e, u)` is a global minimum of the free energy. -/
def IsEquilibrium (A : Matrix m m ℝ) (B : Matrix m n ℝ) (C : Matrix n n ℝ)
    (a : m → ℝ) (b : n → ℝ) (e : m → ℝ) (u : n → ℝ) : Prop :=
  ∀ e' u', freeEnergy A B C a b e u ≤ freeEnergy A B C a b e' u'
```

The last two definitions are $S$ and the explicit strain.

```lean
/-- The relaxed-ion stiffness `A - B C⁻¹ Bᵀ`. -/
def relaxedStiffness (A : Matrix m m ℝ) (B : Matrix m n ℝ) (C : Matrix n n ℝ) :
    Matrix m m ℝ :=
  A - B * C⁻¹ * Bᵀ

/-- The strain `-(A - B C⁻¹ Bᵀ)⁻¹ (a - B C⁻¹ b)`. -/
def thermalStrain (A : Matrix m m ℝ) (B : Matrix m n ℝ) (C : Matrix n n ℝ)
    (a : m → ℝ) (b : n → ℝ) : m → ℝ :=
  -((relaxedStiffness A B C)⁻¹ *ᵥ (a - B *ᵥ (C⁻¹ *ᵥ b)))
```

## What positive definiteness supplies

Two general facts come first: $y\cdot M^Tx=x\cdot My$, and the invertibility of a matrix with a positive quadratic form. For the second, a singular matrix would send some non-zero vector to zero, where the form vanishes.

```lean
omit [DecidableEq m] [DecidableEq n] in
/-- A bilinear coupling can be read from either side by transposing its matrix. -/
theorem dot_transpose (M : Matrix m n ℝ) (x : m → ℝ) (y : n → ℝ) :
    y ⬝ᵥ Mᵀ *ᵥ x = x ⬝ᵥ M *ᵥ y := by
  rw [dotProduct_comm, Matrix.mulVec_transpose, Matrix.dotProduct_mulVec]

/-- A matrix with a strictly positive quadratic form is invertible. -/
theorem isUnit_det_of_pos (M : Matrix n n ℝ) (hM : ∀ x, x ≠ 0 → 0 < x ⬝ᵥ M *ᵥ x) :
    IsUnit M.det := by
  refine isUnit_iff_ne_zero.2 fun h => ?_
  obtain ⟨v, hv, h0⟩ := Matrix.exists_mulVec_eq_zero_iff.2 h
  have hp := hM v hv
  rw [h0, dotProduct_zero] at hp
  exact lt_irrefl _ hp
```

The main theorems carry a single hypothesis, `(Matrix.fromBlocks A B Bᵀ C).PosDef`, which includes symmetry. The next lemma turns it into statements about the blocks. `Sum.elim e u` stacks strain and internal coordinates into one vector, whose quadratic form is $2E(e,u)$. Setting the strain to zero gives the positivity of $C$.

```lean
omit [DecidableEq m] [DecidableEq n] in
/-- For a positive definite block matrix, `A` and `C` are symmetric, `C` has a positive
quadratic form, and every non-zero distortion costs static energy. -/
theorem stability (h : (Matrix.fromBlocks A B Bᵀ C).PosDef) :
    Aᵀ = A ∧ Cᵀ = C ∧ (∀ u, u ≠ 0 → 0 < u ⬝ᵥ C *ᵥ u) ∧
      ∀ e u, (e ≠ 0 ∨ u ≠ 0) → 0 < energy A B C e u := by
  have hH := h.isHermitian
  have hpos : ∀ e u, (e ≠ 0 ∨ u ≠ 0) → 0 < energy A B C e u := by
    intro e u hne
    have hx : Sum.elim e u ≠ 0 := by
      intro h0
      rcases hne with he | hu
      · exact he (funext fun i => congrFun h0 (Sum.inl i))
      · exact hu (funext fun i => congrFun h0 (Sum.inr i))
    have hp := h.dotProduct_mulVec_pos hx
    have hs : ∀ (p p' : m → ℝ) (q q' : n → ℝ),
        Sum.elim p q ⬝ᵥ Sum.elim p' q' = p ⬝ᵥ p' + q ⬝ᵥ q' := by
      intro p p' q q'
      simp [dotProduct, Fintype.sum_sum_type]
    rw [star_trivial, Matrix.fromBlocks_mulVec, hs] at hp
    simp only [Sum.elim_comp_inl, Sum.elim_comp_inr, dotProduct_add, dot_transpose] at hp
    unfold energy
    linarith
  refine ⟨?_, ?_, ?_, hpos⟩
  · ext i j
    simpa using hH.apply (Sum.inl i) (Sum.inl j)
  · ext i j
    simpa using hH.apply (Sum.inr i) (Sum.inr j)
  · intro u hu
    have hp := hpos 0 u (Or.inr hu)
    simp only [energy, zero_dotProduct, zero_div, zero_add] at hp
    linarith
```

## The square, checked by `linear_combination`

The force balance $Cu_0=-B^Te$ is the first ingredient.

```lean
omit [DecidableEq m] in
/-- At the statically relaxed coordinates the internal restoring force balances the force
exerted by the strain. -/
theorem relaxed_force_balance (hC : IsUnit C.det) (e : m → ℝ) :
    C *ᵥ relaxed B C e = -(Bᵀ *ᵥ e) := by
  unfold relaxed
  rw [Matrix.mulVec_neg, Matrix.mulVec_mulVec, Matrix.mul_nonsing_inv _ hC, Matrix.one_mulVec]
```

The decomposition of $F$ follows. In the proof, `hB` and `hb` rewrite both linear terms through $C$, exactly as in the derivation by hand.

```lean
omit [DecidableEq m] in
/-- The free energy is the constrained free energy, minus a strain-independent constant, plus
the elastic cost of leaving the internal coordinates `u0(e) - C⁻¹ b`. -/
theorem freeEnergy_eq (h : (Matrix.fromBlocks A B Bᵀ C).PosDef) (a : m → ℝ) (b : n → ℝ)
    (e : m → ℝ) (u : n → ℝ) :
    freeEnergy A B C a b e u = constrained A B C a b e - (b ⬝ᵥ C⁻¹ *ᵥ b) / 2 +
      ((u - (relaxed B C e - C⁻¹ *ᵥ b)) ⬝ᵥ C *ᵥ (u - (relaxed B C e - C⁻¹ *ᵥ b))) / 2 := by
  obtain ⟨-, hC, hCp, -⟩ := stability h
  have hdet := isUnit_det_of_pos C hCp
  have hr := relaxed_force_balance (B := B) hdet e
  have hs : C *ᵥ (C⁻¹ *ᵥ b) = b := by
    rw [Matrix.mulVec_mulVec, Matrix.mul_nonsing_inv _ hdet, Matrix.one_mulVec]
  have sym : ∀ x y, x ⬝ᵥ C *ᵥ y = y ⬝ᵥ C *ᵥ x := by
    intro x y
    have ht := dot_transpose C y x
    rwa [hC] at ht
  -- both energy terms linear in the internal coordinates are expressed through `C`
  have hB : ∀ v, e ⬝ᵥ B *ᵥ v = -(v ⬝ᵥ C *ᵥ relaxed B C e) := by
    intro v
    rw [hr, dotProduct_neg, neg_neg, dot_transpose]
  have hb : ∀ v, b ⬝ᵥ v = v ⬝ᵥ C *ᵥ (C⁻¹ *ᵥ b) := by
    intro v
    rw [hs]
    exact dotProduct_comm b v
  simp only [constrained, freeEnergy, energy, hB, hb, Matrix.mulVec_sub, dotProduct_sub,
    sub_dotProduct]
  linear_combination (-1 / 2) * sym u (relaxed B C e) + (1 / 2) * sym u (C⁻¹ *ᵥ b)
    - (1 / 2) * sym (relaxed B C e) (C⁻¹ *ᵥ b)
```

The proof turns on its closing tactic, `linear_combination`. Once the products are expanded, each scalar such as $u\cdot Cu_0$ is an opaque number to Lean's ring arithmetic, which cannot see that it equals $u_0\cdot Cu$. The difference between the two sides is then
$$-\tfrac12(u\cdot Cu_0-u_0\cdot Cu)+\tfrac12(u\cdot Cs-s\cdot Cu)-\tfrac12(u_0\cdot Cs-s\cdot Cu_0).$$
Each bracket vanishes by the symmetry of $C$, recorded as `sym`. The tactic is given these three equations with their coefficients and checks by ring arithmetic that they account for the whole difference. The coefficients show where symmetry enters the square.

## Equilibrium as a minimum over strain alone

The midpoint identity is pure expansion and needs no positivity.

```lean
omit [DecidableEq m] [DecidableEq n] in
/-- The free energy at the midpoint of two configurations is their mean free energy minus a
quarter of the static energy of their difference. -/
theorem freeEnergy_midpoint (a : m → ℝ) (b : n → ℝ) (e e' : m → ℝ) (u u' : n → ℝ) :
    freeEnergy A B C a b ((1 / 2 : ℝ) • (e + e')) ((1 / 2 : ℝ) • (u + u')) =
      (freeEnergy A B C a b e u + freeEnergy A B C a b e' u') / 2
        - energy A B C (e - e') (u - u') / 4 := by
  simp only [freeEnergy, energy, Matrix.mulVec_smul, Matrix.mulVec_add, Matrix.mulVec_sub,
    smul_dotProduct, dotProduct_smul, add_dotProduct, dotProduct_add, sub_dotProduct,
    dotProduct_sub, smul_eq_mul]
  ring
```

The central theorem is an equivalence: `(e, u)` is an equilibrium exactly when `e` is the strict global minimiser of `constrained` and `u` equals `relaxed B C e - C⁻¹ *ᵥ b`.

In the forward direction, a wrong `u` is excluded by comparison with the shifted coordinates at the same strain, and the midpoint then gives the strict inequality. In the reverse direction, $w\cdot Cw\ge0$ in the decomposition bounds every competitor from below.

```lean
omit [DecidableEq m] in
/-- A configuration `(e, u)` minimises the free energy exactly when `e` is the unique minimiser
of the free energy with statically relaxed internal coordinates and `u = u0(e) - C⁻¹ b`. -/
theorem equilibrium_iff_constrained (h : (Matrix.fromBlocks A B Bᵀ C).PosDef)
    (a : m → ℝ) (b : n → ℝ) (e : m → ℝ) (u : n → ℝ) :
    IsEquilibrium A B C a b e u ↔
      (∀ e', e' ≠ e → constrained A B C a b e < constrained A B C a b e') ∧
        u = relaxed B C e - C⁻¹ *ᵥ b := by
  obtain ⟨-, -, hCp, hpos⟩ := stability h
  have hsq := freeEnergy_eq h a b
  have hval : ∀ x, freeEnergy A B C a b x (relaxed B C x - C⁻¹ *ᵥ b) =
      constrained A B C a b x - (b ⬝ᵥ C⁻¹ *ᵥ b) / 2 := by
    intro x
    rw [hsq, sub_self, zero_dotProduct]
    ring
  constructor
  · intro hmin
    have hu : u = relaxed B C e - C⁻¹ *ᵥ b := by
      by_contra hne
      have hp := hCp _ (sub_ne_zero.2 hne)
      have hle := hmin e (relaxed B C e - C⁻¹ *ᵥ b)
      rw [hval, hsq e u] at hle
      linarith
    refine ⟨fun e' hne => ?_, hu⟩
    -- a second minimiser would be undercut by the midpoint
    have hm := hmin ((1 / 2 : ℝ) • (e + e'))
      ((1 / 2 : ℝ) • (u + (relaxed B C e' - C⁻¹ *ᵥ b)))
    rw [freeEnergy_midpoint] at hm
    have hp := hpos (e - e') (u - (relaxed B C e' - C⁻¹ *ᵥ b))
      (Or.inl (sub_ne_zero.2 hne.symm))
    have h1 := hval e
    rw [← hu] at h1
    have h2 := hval e'
    linarith
  · rintro ⟨hG, hu⟩ e' u'
    have hnn : ∀ w, 0 ≤ w ⬝ᵥ C *ᵥ w := by
      intro w
      rcases eq_or_ne w 0 with hw | hw
      · rw [hw, zero_dotProduct]
      · exact (hCp w hw).le
    have hle : constrained A B C a b e ≤ constrained A B C a b e' := by
      rcases eq_or_ne e' e with he | he
      · rw [he]
      · exact (hG e' he).le
    rw [hu, hval, hsq e' u']
    linarith [hnn (u' - (relaxed B C e' - C⁻¹ *ᵥ b))]
```

## The equilibrium strain in closed form

The constrained free energy is now reduced to its quadratic form in $S$.

```lean
omit [DecidableEq m] in
/-- The constrained free energy is quadratic in strain, with the relaxed-ion stiffness and the
linear coefficient `a - B C⁻¹ b`. -/
theorem constrained_eq (h : (Matrix.fromBlocks A B Bᵀ C).PosDef) (a : m → ℝ) (b : n → ℝ)
    (e : m → ℝ) :
    constrained A B C a b e =
      (e ⬝ᵥ relaxedStiffness A B C *ᵥ e) / 2 + (a - B *ᵥ (C⁻¹ *ᵥ b)) ⬝ᵥ e := by
  obtain ⟨-, hC, hCp, -⟩ := stability h
  have hdet := isUnit_det_of_pos C hCp
  have hr := relaxed_force_balance (B := B) hdet e
  have hs : C *ᵥ (C⁻¹ *ᵥ b) = b := by
    rw [Matrix.mulVec_mulVec, Matrix.mul_nonsing_inv _ hdet, Matrix.one_mulVec]
  have hb : b ⬝ᵥ relaxed B C e = -(e ⬝ᵥ B *ᵥ (C⁻¹ *ᵥ b)) := by
    have ht := dot_transpose C (C⁻¹ *ᵥ b) (relaxed B C e)
    rw [hC, hs, hr, dotProduct_neg, dot_transpose] at ht
    rw [dotProduct_comm]
    exact ht
  have hrr : relaxed B C e ⬝ᵥ C *ᵥ relaxed B C e = -(e ⬝ᵥ B *ᵥ relaxed B C e) := by
    rw [hr, dotProduct_neg, dot_transpose]
  have hS : e ⬝ᵥ relaxedStiffness A B C *ᵥ e = e ⬝ᵥ A *ᵥ e + e ⬝ᵥ B *ᵥ relaxed B C e := by
    simp only [relaxedStiffness, relaxed, Matrix.sub_mulVec, dotProduct_sub,
      Matrix.mulVec_neg, dotProduct_neg, ← Matrix.mulVec_mulVec]
    ring
  rw [hS, sub_dotProduct, dotProduct_comm (B *ᵥ _) e]
  unfold constrained freeEnergy energy
  rw [hrr, hb]
  ring
```

The final theorem says that `(e, u)` is an equilibrium exactly when it is one specific pair, so an equilibrium exists and is unique. The proof obtains the positivity of $S$ by setting `a` and `b` to zero in the previous lemma. It then shows that `thermalStrain` strictly minimises $G$, because $G(e')$ exceeds the value there by $\tfrac12 d\cdot Sd$, with $d$ the difference of the two strains. Two distinct strict minimisers would each lie below the other, so the strain in the central theorem must be this one.

```lean
/-- The free energy has exactly one minimum, at the strain `-(A - B C⁻¹ Bᵀ)⁻¹ (a - B C⁻¹ b)`
and the internal coordinates `u0(e) - C⁻¹ b`. -/
theorem equilibrium_iff_thermalStrain (h : (Matrix.fromBlocks A B Bᵀ C).PosDef)
    (a : m → ℝ) (b : n → ℝ) (e : m → ℝ) (u : n → ℝ) :
    IsEquilibrium A B C a b e u ↔
      e = thermalStrain A B C a b ∧ u = relaxed B C e - C⁻¹ *ᵥ b := by
  obtain ⟨hA, hC, -, hpos⟩ := stability h
  -- the relaxed-ion stiffness inherits positivity and symmetry
  have hSp : ∀ x, x ≠ 0 → 0 < x ⬝ᵥ relaxedStiffness A B C *ᵥ x := by
    intro x hx
    have hz := constrained_eq h 0 0 x
    simp only [constrained, freeEnergy, zero_dotProduct, Matrix.mulVec_zero, sub_zero,
      add_zero] at hz
    linarith [hpos x (relaxed B C x) (Or.inl hx)]
  have hST : (relaxedStiffness A B C)ᵀ = relaxedStiffness A B C := by
    simp only [relaxedStiffness, Matrix.transpose_sub, Matrix.transpose_mul,
      Matrix.transpose_transpose, Matrix.transpose_nonsing_inv, hA, hC, Matrix.mul_assoc]
  have hSt : relaxedStiffness A B C *ᵥ thermalStrain A B C a b =
      -(a - B *ᵥ (C⁻¹ *ᵥ b)) := by
    unfold thermalStrain
    rw [Matrix.mulVec_neg, Matrix.mulVec_mulVec,
      Matrix.mul_nonsing_inv _ (isUnit_det_of_pos _ hSp), Matrix.one_mulVec]
  have hf : ∀ x, (a - B *ᵥ (C⁻¹ *ᵥ b)) ⬝ᵥ x =
      -(x ⬝ᵥ relaxedStiffness A B C *ᵥ thermalStrain A B C a b) := by
    intro x
    rw [hSt, dotProduct_neg, neg_neg]
    exact dotProduct_comm _ _
  have hG : ∀ e', e' ≠ thermalStrain A B C a b →
      constrained A B C a b (thermalStrain A B C a b) < constrained A B C a b e' := by
    intro e' hne
    have hp := hSp _ (sub_ne_zero.2 hne)
    have ht := dot_transpose (relaxedStiffness A B C) e' (thermalStrain A B C a b)
    rw [hST] at ht
    simp only [Matrix.mulVec_sub, dotProduct_sub, sub_dotProduct] at hp
    rw [constrained_eq h a b (thermalStrain A B C a b), constrained_eq h a b e', hf, hf]
    linarith
  rw [equilibrium_iff_constrained h]
  constructor
  · rintro ⟨hlt, hu⟩
    refine ⟨?_, hu⟩
    by_contra hne
    exact lt_asymm (hlt _ (Ne.symm hne)) (hG e hne)
  · rintro ⟨he, hu⟩
    refine ⟨?_, hu⟩
    rw [he]
    exact hG

end

end StaticInternalRelaxation
```

```lean
#print axioms StaticInternalRelaxation.equilibrium_iff_thermalStrain
-- 'StaticInternalRelaxation.equilibrium_iff_thermalStrain' depends on axioms: [propext, Classical.choice, Quot.sound]
```
